# The difference of two orthogonal projectors never lengthens a vector

An orthogonal projector can be modelled as a subspace, as a bounded operator or by its algebra, and this sheet takes the algebra: a projector is a linear operator, defined on every vector of a complex inner-product space $E$, that is idempotent and symmetric. Neither continuity of the operator nor completeness of $E$ is assumed, and the dimension may be finite or infinite.

In Lean, an operator is an element of `Module.End ℂ E`, the ring of linear maps from $E$ to itself. Its product is composition and its `1` is the identity operator. The inner product `⟪x, y⟫_ℂ` is linear in the second slot and conjugate-linear in the first, as in Dirac notation.

```lean
import Mathlib

open scoped InnerProductSpace

namespace ProjectorDifference

noncomputable section

variable {E : Type*} [NormedAddCommGroup E] [InnerProductSpace ℂ E]
```

The structure `IsProjector` records the two conditions. The field `idem` says $P^2=P$: projecting a second time changes nothing. The field `symm` says $\langle Px,y\rangle=\langle x,Py\rangle$ for all $x,y$, which makes $P$ an observable with real expectation values and separates orthogonal projectors from oblique ones.

```lean
/-- An orthogonal projector: an idempotent and symmetric linear operator. -/
structure IsProjector (P : Module.End ℂ E) : Prop where
  idem : P * P = P
  symm : ∀ x y : E, ⟪P x, y⟫_ℂ = ⟪x, P y⟫_ℂ
```

## (a) A sum of two squares

**Task.** Let $P$ and $Q$ be idempotent elements of a ring, and put $D=P-Q$ and $C=1-P-Q$. Show that

$$D^2+C^2=1.$$

**Solution.** Keep the order of the factors and use $P^2=P$, $Q^2=Q$:

$$D^2=P-PQ-QP+Q,$$

$$C^2=1-2P-2Q+(P+PQ+QP+Q)=1-P-Q+PQ+QP.$$

In the sum the mixed products cancel, and so do the terms linear in $P$ and $Q$. Only $1$ remains.

The Lean statement holds in any ring `R`, so symmetry plays no part yet. Before idempotence is used, each of $P^2$ and $Q^2$ occurs twice in the sum. This is why `linear_combination` adds `hP` twice and `hQ` twice; `noncomm_ring` then checks the rest without letting $P$ and $Q$ commute.

```lean
/-- The squares of `P - Q` and `1 - P - Q` add up to the identity for any two idempotents. -/
theorem sq_add_sq_eq_one {R : Type*} [Ring R] {P Q : R} (hP : P * P = P) (hQ : Q * Q = Q) :
    (P - Q) * (P - Q) + (1 - P - Q) * (1 - P - Q) = 1 := by
  linear_combination (norm := noncomm_ring) hP + hP + hQ + hQ
```

## (b) Exchanging the two factors

**Task.** For the same $D$ and $C$, show that

$$DC=-CD.$$

**Solution.** Since $C=1-(P+Q)$,

$$DC=D-(P-Q)(P+Q)=P-Q-(P+PQ-QP-Q)=QP-PQ,$$

$$CD=D-(P+Q)(P-Q)=P-Q-(P-PQ+QP-Q)=PQ-QP.$$

The two results are opposite. The Lean proof has the same form as in (a), now with `hQ` added twice and `hP` subtracted twice.

```lean
/-- The elements `P - Q` and `1 - P - Q` anticommute for any two idempotents of a ring. -/
theorem anticommute {R : Type*} [Ring R] {P Q : R} (hP : P * P = P) (hQ : Q * Q = Q) :
    (P - Q) * (1 - P - Q) = -((1 - P - Q) * (P - Q)) := by
  linear_combination (norm := noncomm_ring) hQ + hQ - hP - hP
```

## (c) From operators to lengths

**Task.** Let $P$ and $Q$ be orthogonal projectors on $E$. Show that for every $x\in E$

$$\|(P-Q)x\|^2+\|(1-P-Q)x\|^2=\|x\|^2.$$

**Solution.** Take the expectation value of the identity in (a) in the vector $x$, which need not be normalised:

$$\langle x,D^2x\rangle+\langle x,C^2x\rangle=\langle x,x\rangle.$$

Both $D$ and $C$ are real combinations of the symmetric operators $1$, $P$ and $Q$, so they are symmetric too. Moving one factor to the left in each term gives

$$\langle Dx,Dx\rangle+\langle Cx,Cx\rangle=\langle x,x\rangle,$$

which is the claim.

In the Lean proof, `hD` and `hC` establish the symmetry of $D$ and $C$. The first `congrArg` takes the expectation value, and `rw [← hD, ← hC]` moves the factors. The result is an equation between complex numbers, so the last two lines take real parts and recognise squared norms.

```lean
/-- For two orthogonal projectors, the squared norms of `(P - Q) x` and `(1 - P - Q) x`
add up to the squared norm of `x`. -/
theorem norm_sq_add_norm_sq {P Q : Module.End ℂ E} (hP : IsProjector P) (hQ : IsProjector Q)
    (x : E) : ‖(P - Q) x‖ ^ 2 + ‖(1 - P - Q) x‖ ^ 2 = ‖x‖ ^ 2 := by
  -- both operators are symmetric
  have hD : ∀ a b : E, ⟪(P - Q) a, b⟫_ℂ = ⟪a, (P - Q) b⟫_ℂ := by
    intro a b
    simp only [LinearMap.sub_apply, inner_sub_left, inner_sub_right, hP.symm, hQ.symm]
  have hC : ∀ a b : E, ⟪(1 - P - Q) a, b⟫_ℂ = ⟪a, (1 - P - Q) b⟫_ℂ := by
    intro a b
    simp only [LinearMap.sub_apply, Module.End.one_apply, inner_sub_left, inner_sub_right,
      hP.symm, hQ.symm]
  -- expectation value of the operator identity
  have h := congrArg (fun T : Module.End ℂ E => ⟪x, T x⟫_ℂ) (sq_add_sq_eq_one hP.idem hQ.idem)
  simp only [LinearMap.add_apply, Module.End.mul_apply, Module.End.one_apply,
    inner_add_right] at h
  rw [← hD, ← hC] at h
  have h2 := congrArg (fun z : ℂ => RCLike.re z) h
  simpa only [map_add, inner_self_eq_norm_sq] using h2
```

## (d) The bound

**Task.** Deduce that for every $x\in E$

$$\|(P-Q)x\|\le\|x\|.$$

**Solution.** The second term in (c) is non-negative, so $\|Dx\|^2\le\|x\|^2$. Norms are non-negative, and the square root preserves the inequality. Lean argues by contradiction: if $\|Dx\|>\|x\|$, then `nlinarith` finds a conflict with (c).

```lean
/-- The difference of two orthogonal projectors never lengthens a vector. -/
theorem norm_difference_le {P Q : Module.End ℂ E} (hP : IsProjector P) (hQ : IsProjector Q)
    (x : E) : ‖(P - Q) x‖ ≤ ‖x‖ := by
  have h := norm_sq_add_norm_sq hP hQ x
  by_contra hlt
  push Not at hlt
  nlinarith [norm_nonneg x, sq_nonneg ‖(1 - P - Q) x‖]
```

The bound is stated vector by vector because a general element of `Module.End ℂ E` has no operator norm. A different model would take continuous operators on a complete space and replace `symm` by $P^\dagger=P$. The conclusion could then be written as a single inequality for the operator norm, $\|P-Q\|\le 1$, but the statement would no longer cover incomplete spaces.

## (e) When the length is preserved

**Task.** Show that $\|(P-Q)x\|=\|x\|$ holds exactly when there are vectors $u,v\in E$ with

$$x=u+v,\qquad Pu=u,\; Qu=0,\qquad Pv=0,\; Qv=v.$$

**Solution.** Suppose that the lengths agree. By (c), $\|Cx\|^2=0$, so $Cx=0$, which means

$$x=Px+Qx.$$

Applying $P$ gives $Px=Px+PQx$, hence $PQx=0$. Applying $Q$ gives $QPx=0$ in the same way. The choice $u=Px$, $v=Qx$ therefore has all the required properties.

Conversely, if $x=u+v$ with these properties, then $Px=u$ and $Qx=v$, so $Cx=u+v-u-v=0$. By (c), $\|Dx\|=\|x\|$.

Either of $u$ and $v$ may be zero. If no non-zero vector is kept by one projector and annihilated by the other, the difference strictly shortens every non-zero $x$.

The Lean proof treats the two directions separately. In the first, `hPQ` and `hQP` are the vanishing cross terms. In the second, `hD` and `hC` compute $Dx=u-v$ and $Cx=0$, and `nlinarith` passes from equal squares to equal norms.

```lean
/-- The difference preserves the length of `x` exactly when `x` is the sum of a vector kept by `P`
and annihilated by `Q` and a vector kept by `Q` and annihilated by `P`. -/
theorem norm_difference_eq_iff {P Q : Module.End ℂ E} (hP : IsProjector P) (hQ : IsProjector Q)
    (x : E) : ‖(P - Q) x‖ = ‖x‖ ↔
      ∃ u v : E, (P u = u ∧ Q u = 0) ∧ (P v = 0 ∧ Q v = v) ∧ x = u + v := by
  have h := norm_sq_add_norm_sq hP hQ x
  constructor
  · intro he
    rw [he] at h
    have h0 : ‖(1 - P - Q) x‖ ^ 2 = 0 := by linarith
    have h1 : (1 - P - Q) x = 0 := norm_eq_zero.mp (pow_eq_zero_iff two_ne_zero |>.mp h0)
    simp only [LinearMap.sub_apply, Module.End.one_apply] at h1
    have hx : x = P x + Q x := by
      linear_combination (norm := module) h1
    have hPP : P (P x) = P x := LinearMap.congr_fun hP.idem x
    have hQQ : Q (Q x) = Q x := LinearMap.congr_fun hQ.idem x
    -- applying each projector to `x = P x + Q x` removes the cross terms
    have hPx := congrArg P hx
    have hQx := congrArg Q hx
    rw [map_add, hPP] at hPx
    rw [map_add, hQQ] at hQx
    have hPQ : P (Q x) = 0 := by
      linear_combination (norm := module) -hPx
    have hQP : Q (P x) = 0 := by
      linear_combination (norm := module) -hQx
    exact ⟨P x, Q x, ⟨hPP, hQP⟩, ⟨hPQ, hQQ⟩, hx⟩
  · rintro ⟨u, v, ⟨hPu, hQu⟩, ⟨hPv, hQv⟩, rfl⟩
    have hD : (P - Q) (u + v) = u - v := by
      simp only [LinearMap.sub_apply, map_add, hPu, hQu, hPv, hQv]
      module
    have hC : (1 - P - Q) (u + v) = 0 := by
      simp only [LinearMap.sub_apply, Module.End.one_apply, map_add, hPu, hQu, hPv, hQv]
      module
    rw [hC, hD, norm_zero] at h
    rw [hD]
    nlinarith [norm_nonneg (u - v), norm_nonneg (u + v)]
```

## (f) Partners of opposite sign

**Task.** Suppose that $(P-Q)x=\mu x$ for some $\mu\in\mathbb C$, and let $y=(1-P-Q)x$. Show that

$$(P-Q)y=-\mu y,\qquad \|y\|^2=(1-|\mu|^2)\,\|x\|^2.$$

**Solution.** By (b),

$$Dy=DCx=-CDx=-C(\mu x)=-\mu y.$$

For the length, insert $\|Dx\|^2=|\mu|^2\|x\|^2$ into (c) and solve for $\|y\|^2$.

The theorem allows $x=0$, where both equations are trivial. If $x\neq0$ and $|\mu|<1$, the second equation makes $y$ non-zero, so $-\mu$ is an eigenvalue as well. If $|\mu|=1$, then $y=0$ and the construction gives no partner.

For two single Slater determinants, whose one-particle density matrices in an orthonormal spin-orbital basis are orthogonal projectors, this means that the non-zero eigenvalues of the difference density matrix strictly between $-1$ and $1$ come in pairs $\pm\mu$. Correlated states have density matrices that are not idempotent, and the argument does not apply to them.

In Lean, `LinearMap.congr_fun` applies the operator identity from (b) to the vector $x$, and `map_smul` pulls $\mu$ out of $C$. The second half substitutes into (c).

```lean
/-- If `P - Q` maps `x` to `μ x`, it maps `y = (1 - P - Q) x` to `-μ y`, and the squared norm
of `y` is `1 - |μ|²` times that of `x`. -/
theorem eigenvector_pairing {P Q : Module.End ℂ E} (hP : IsProjector P) (hQ : IsProjector Q)
    {μ : ℂ} {x : E} (hx : (P - Q) x = μ • x) :
    (P - Q) ((1 - P - Q) x) = (-μ) • (1 - P - Q) x ∧
      ‖(1 - P - Q) x‖ ^ 2 = (1 - ‖μ‖ ^ 2) * ‖x‖ ^ 2 := by
  constructor
  · have h := LinearMap.congr_fun (anticommute hP.idem hQ.idem) x
    rw [LinearMap.neg_apply, Module.End.mul_apply, Module.End.mul_apply, hx, map_smul] at h
    rw [h, neg_smul]
  · have h := norm_sq_add_norm_sq hP hQ x
    rw [hx, norm_smul] at h
    linear_combination h
```

## (g) The operator of a single state

**Task.** For $u\in E$, define $|u\rangle\langle u|$ as a linear operator on $E$ whose action is

$$|u\rangle\langle u|\,x=\langle u,x\rangle\,u.$$

**Solution.** The inner product is linear in its second slot. Hence $\langle u,x+y\rangle u=\langle u,x\rangle u+\langle u,y\rangle u$ and $\langle u,cx\rangle u=c\,\langle u,x\rangle u$ for $c\in\mathbb C$, so the formula defines a linear operator.

The definition `ketBra` contains the formula and these two checks. At this stage $u$ need not be normalised.

```lean
/-- The operator `|u⟩⟨u|`, which sends `x` to `⟨u, x⟩ u`. -/
def ketBra (u : E) : Module.End ℂ E where
  toFun x := ⟪u, x⟫_ℂ • u
  map_add' x y := by rw [inner_add_right, add_smul]
  map_smul' c x := by rw [inner_smul_right, mul_smul, RingHom.id_apply]
```

The lemma `ketBra_apply` states the action as an equation for later rewriting. It holds by definition.

```lean
theorem ketBra_apply (u x : E) : ketBra u x = ⟪u, x⟫_ℂ • u := rfl
```

## (h) Normalised states give projectors

**Task.** Let $\|u\|=1$ and $P=|u\rangle\langle u|$. Show that for all $x,y\in E$

$$P^2=P,\qquad \langle Px,y\rangle=\langle x,Py\rangle.$$

**Solution.** Normalisation gives $\langle u,u\rangle=1$, and therefore

$$P(Px)=\langle u,x\rangle\langle u,u\rangle\,u=\langle u,x\rangle\,u=Px.$$

For symmetry, the scalar in the first slot comes out conjugated:

$$\langle Px,y\rangle=\overline{\langle u,x\rangle}\,\langle u,y\rangle=\langle x,u\rangle\langle u,y\rangle=\langle x,Py\rangle.$$

The Lean proof fills the two fields of `IsProjector` with these computations. Only `idem` uses the normalisation `hu`.

```lean
/-- For a normalised state `u`, the operator `|u⟩⟨u|` is an orthogonal projector. -/
theorem isProjector_ketBra {u : E} (hu : ‖u‖ = 1) : IsProjector (ketBra u) where
  idem := by
    have h1 : ⟪u, u⟫_ℂ = 1 := by
      rw [inner_self_eq_norm_sq_to_K, hu]
      simp
    refine LinearMap.ext fun x => ?_
    rw [Module.End.mul_apply, ketBra_apply, ketBra_apply, inner_smul_right, h1, mul_one]
  symm x y := by
    rw [ketBra_apply, ketBra_apply, inner_smul_left, inner_smul_right, inner_conj_symm, mul_comm]
```

## (i) Two pure states

**Task.** Let $\|u\|=\|v\|=1$. Show that

$$\big\|\big(|u\rangle\langle u|-|v\rangle\langle v|\big)u\big\|^2=1-|\langle v,u\rangle|^2.$$

**Solution.** Set $P=|u\rangle\langle u|$ and $Q=|v\rangle\langle v|$, which are orthogonal projectors by (h). Since $Pu=u$,

$$(1-P-Q)u=u-u-\langle v,u\rangle v=-\langle v,u\rangle v.$$

This vector has squared norm $|\langle v,u\rangle|^2$. Because $\|u\|^2=1$, the identity in (c) gives the claim.

The subtracted term is the probability of finding the system in $v$ when it was prepared in $u$. The result is $0$ when the two states differ only by a phase, and $1$ when they are orthogonal. In the Lean proof, `h1` is $Pu=u$ and `h2` is the displayed equation for the complementary operator.

```lean
/-- For normalised states `u` and `v`, the difference of their projectors maps `u` to a vector
whose squared norm is one minus the overlap probability `|⟨v, u⟩|²`. -/
theorem pure_state_difference {u v : E} (hu : ‖u‖ = 1) (hv : ‖v‖ = 1) :
    ‖(ketBra u - ketBra v) u‖ ^ 2 = 1 - ‖⟪v, u⟫_ℂ‖ ^ 2 := by
  have h := norm_sq_add_norm_sq (isProjector_ketBra hu) (isProjector_ketBra hv) u
  have h1 : ketBra u u = u := by
    rw [ketBra_apply, inner_self_eq_norm_sq_to_K, hu]
    simp
  -- the complementary operator leaves only the overlap with `v`
  have h2 : (1 - ketBra u - ketBra v) u = -(⟪v, u⟫_ℂ • v) := by
    rw [LinearMap.sub_apply, LinearMap.sub_apply, Module.End.one_apply, h1, ketBra_apply,
      sub_self, zero_sub]
  rw [h2, norm_neg, norm_smul, hv, hu] at h
  linear_combination h
```

## (j) A non-commuting pair in a two-level system

**Task.** In $\mathbb C^2$ take $u=(1,0)$ and $v=(3/5,4/5)$. Show that $P=|u\rangle\langle u|$ and $Q=|v\rangle\langle v|$ are orthogonal projectors with

$$PQ\neq QP.$$

**Solution.** Both vectors are normalised, since $9/25+16/25=1$, so (h) applies. To compare the products, let them act on $u$. With $\langle v,u\rangle=3/5$,

$$QPu=Qu=\tfrac35\,v=\left(\tfrac{9}{25},\tfrac{12}{25}\right),\qquad PQu=\left(\tfrac{9}{25},0\right).$$

The second components differ, so the operators do not commute.

The example shows that the assumptions of (c) to (f) admit more than commuting projectors, which could be diagonalised together here. For this pair, $P-Q$ has the eigenvalues $\pm4/5$, in line with (f).

In Lean the space is `EuclideanSpace ℂ (Fin 2)`, whose indices start at 0, so `ofLp 1` reads off the second component. Assuming that the products are equal leads to a false numerical equation, which `norm_num` refutes.

```lean
/-- The projectors onto the states `(1, 0)` and `(3/5, 4/5)` of a two-level system are
orthogonal projectors that do not commute. -/
theorem isProjector_witness :
    IsProjector (ketBra (!₂[1, 0] : EuclideanSpace ℂ (Fin 2))) ∧
    IsProjector (ketBra (!₂[3 / 5, 4 / 5] : EuclideanSpace ℂ (Fin 2))) ∧
    ketBra (!₂[1, 0] : EuclideanSpace ℂ (Fin 2)) * ketBra !₂[3 / 5, 4 / 5] ≠
      ketBra !₂[3 / 5, 4 / 5] * ketBra !₂[1, 0] := by
  refine ⟨isProjector_ketBra ?_, isProjector_ketBra ?_, ?_⟩
  · rw [EuclideanSpace.norm_eq, Real.sqrt_eq_one]
    norm_num [Fin.sum_univ_two]
  · rw [EuclideanSpace.norm_eq, Real.sqrt_eq_one]
    norm_num [Fin.sum_univ_two]
  · intro h
    -- compare the second components of the images of `(1, 0)`
    have h1 := congrArg (fun T : Module.End ℂ (EuclideanSpace ℂ (Fin 2)) =>
      (T !₂[1, 0]).ofLp 1) h
    norm_num [ketBra_apply, Module.End.mul_apply, PiLp.inner_apply, Fin.sum_univ_two] at h1

end

end ProjectorDifference
```

```lean
#print axioms ProjectorDifference.norm_difference_le
#print axioms ProjectorDifference.norm_difference_eq_iff
#print axioms ProjectorDifference.eigenvector_pairing
#print axioms ProjectorDifference.pure_state_difference
```

```
'ProjectorDifference.norm_difference_le' depends on axioms: [propext, Classical.choice, Quot.sound]
'ProjectorDifference.norm_difference_eq_iff' depends on axioms: [propext, Classical.choice, Quot.sound]
'ProjectorDifference.eigenvector_pairing' depends on axioms: [propext, Classical.choice, Quot.sound]
'ProjectorDifference.pure_state_difference' depends on axioms: [propext, Classical.choice, Quot.sound]
```
